# A configurational-temperature thermostat with target kT keeps the extended canonical density stationary for C² potentials

The divergence of the phase-space flux is built here from ordinary one-variable derivatives, each taken along one coordinate with the others held fixed. The reason lies in the thermostat equation, which contains the Laplacian of the potential V. If V is only twice continuously differentiable, its Laplacian is continuous but may have no derivative, so the vector field as a whole need not be differentiable. The divergence never differentiates the Laplacian in a position, however. It differentiates each component of the field only in that component's own coordinate, and those derivatives do exist.

Coordinates are labelled by a finite set `ι` with n elements. For N particles in three dimensions, n = 3N.

```lean
import Mathlib

open Finset

namespace ConfigurationalThermostat

noncomputable section

variable {ι : Type*} [Fintype ι] [DecidableEq ι]
```

## Derivatives along coordinates

For a function F of the positions q, write ∂_i F(q) for the derivative of t ↦ F(q with q_i replaced by t) at t = q_i. In Lean, `Function.update q i t` performs the replacement.

```lean
/-- The partial derivative of `F` in coordinate `i`, all other coordinates being held fixed. -/
def partialD (i : ι) (F : (ι → ℝ) → ℝ) (q : ι → ℝ) : ℝ :=
  deriv (fun t => F (Function.update q i t)) (q i)
```

The Laplacian is the sum of the unmixed second derivatives:

ΔV = Σ_i ∂_i ∂_i V.

```lean
/-- The Laplacian, the sum of the unmixed second partial derivatives. -/
def laplacian (V : (ι → ℝ) → ℝ) (q : ι → ℝ) : ℝ :=
  ∑ i, partialD i (partialD i V) q
```

## The extended phase space and its flux

A state consists of positions q, momenta p and one real thermostat variable z. A vector field f assigns a rate of change to each of them. The components `dq`, `dp` and `dz` stand for q', p' and z'.

```lean
/-- A vector field on the extended phase space of positions `q`, momenta `p` and a
thermostat variable `z`. -/
structure PhaseField (ι : Type*) where
  /-- rate of change of the positions -/
  dq : (ι → ℝ) → (ι → ℝ) → ℝ → ι → ℝ
  /-- rate of change of the momenta -/
  dp : (ι → ℝ) → (ι → ℝ) → ℝ → ι → ℝ
  /-- rate of change of the thermostat variable -/
  dz : (ι → ℝ) → (ι → ℝ) → ℝ → ℝ
```

A phase-space density r carried along by f obeys the continuity equation ∂r/∂t = −div(r f), so it is stationary when div(r f) = 0. Written out,

div(r f) = Σ_i ∂(r q_i')/∂q_i + Σ_i ∂(r p_i')/∂p_i + ∂(r z')/∂z.

Lean's `deriv` returns 0 where a function has no derivative, so the proof below establishes that each derivative in this sum really exists.

```lean
/-- The divergence of the probability flux `r f` on the extended phase space. -/
def fluxDiv (r : (ι → ℝ) → (ι → ℝ) → ℝ → ℝ) (f : PhaseField ι)
    (q p : ι → ℝ) (z : ℝ) : ℝ :=
  ∑ i, partialD i (fun x => r x p z * f.dq x p z i) q
    + ∑ i, partialD i (fun y => r q y z * f.dp q y z i) p
    + deriv (fun s => r q p s * f.dz q p s) z
```

## Equations of motion and density

Each coordinate has its own mass m_i; a common mass m is a special case. With thermostat mass Q and target thermal energy θ, the equations are

m_i q_i' = p_i − m_i z ∂_iV,
p_i' = −∂_iV,
Q z' = |∇V|² − θ ΔV,

where |∇V|² = Σ_i (∂_iV)². The thermostat acts on the positions: a positive z adds a drift down the potential gradient. For positive Q, z grows when |∇V|² exceeds θ ΔV. The average of |∇V|² divided by the average of ΔV is the configurational temperature, in energy units. In a canonical distribution it equals kT, provided that V confines the system strongly enough for the boundary terms of an integration by parts to vanish. The parameter θ is the temperature set in the equations, in energy units, and is kept separate from the kT of the density so that the two can be compared.

```lean
/-- The equations of motion of the configurational thermostat with masses `m i`, thermostat
mass `Q`, target thermal energy `θ` and potential `V`. -/
structure IsConfigThermostat (m : ι → ℝ) (Q θ : ℝ) (V : (ι → ℝ) → ℝ)
    (f : PhaseField ι) : Prop where
  velocity : ∀ q p z i, m i * f.dq q p z i = p i - m i * z * partialD i V q
  force : ∀ q p z i, f.dp q p z i = -partialD i V q
  friction : ∀ q p z, Q * f.dz q p z = ∑ i, partialD i V q ^ 2 - θ * laplacian V q
```

The extended energy is

H = Σ_i p_i²/(2m_i) + V(q) + Q z²/2.

```lean
/-- The extended energy: kinetic, potential and thermostat contributions. -/
def energy (m : ι → ℝ) (Q : ℝ) (V : (ι → ℝ) → ℝ) (q p : ι → ℝ) (z : ℝ) : ℝ :=
  ∑ i, p i ^ 2 / (2 * m i) + V q + Q * z ^ 2 / 2
```

The density under test is the Boltzmann weight r = exp(−H/kT), without a normalising constant. A constant factor would not affect whether the divergence vanishes.

```lean
/-- The unnormalised canonical density of the extended energy. -/
def gibbs (m : ι → ℝ) (Q kT : ℝ) (V : (ι → ℝ) → ℝ) (q p : ι → ℝ) (z : ℝ) : ℝ :=
  Real.exp (-energy m Q V q p z / kT)
```

## Differentiating the potential twice

If F is differentiable at q, its derivative along coordinate i exists and equals the total derivative applied to the i-th unit vector e_i:

∂_i F(q) = DF(q) e_i.

This is the chain rule along the line t ↦ q with q_i replaced by t.

```lean
/-- A differentiable function has its partial derivative as the derivative along a
coordinate line, and this equals the total derivative applied to the unit vector. -/
theorem hasDerivAt_partialD {F : (ι → ℝ) → ℝ} {q : ι → ℝ}
    (hF : DifferentiableAt ℝ F q) (i : ι) :
    HasDerivAt (fun t => F (Function.update q i t)) (partialD i F q) (q i) ∧
      partialD i F q = fderiv ℝ F q (Pi.single i 1) := by
  have h : HasFDerivAt F (fderiv ℝ F q) (Function.update q i (q i)) := by
    rw [Function.update_eq_self]
    exact hF.hasFDerivAt
  have h' : HasDerivAt (fun t => F (Function.update q i t))
      (fderiv ℝ F q (Pi.single i 1)) (q i) :=
    h.comp_hasDerivAt (q i) (hasDerivAt_update q i (q i))
  exact ⟨h'.differentiableAt.hasDerivAt, h'.deriv⟩
```

For a C² potential, DV is continuously differentiable. Hence ∂_iV = DV e_i is differentiable, and ∂_i ∂_i V is a genuine derivative.

```lean
/-- The first partial derivatives of a twice continuously differentiable potential are
differentiable. -/
theorem differentiable_partialD {V : (ι → ℝ) → ℝ} (hV : ContDiff ℝ 2 V) (i : ι) :
    Differentiable ℝ (partialD i V) := by
  have hd : Differentiable ℝ V := hV.differentiable (by norm_num)
  have he : partialD i V = fun q => fderiv ℝ V q (Pi.single i 1) :=
    funext fun q => (hasDerivAt_partialD (hd q) i).2
  have h1 : ContDiff ℝ 1 (fderiv ℝ V) := hV.fderiv_right one_add_one_eq_two.le
  rw [he]
  exact (h1.differentiable (by norm_num)).clm_apply (differentiable_const _)
```

## One rule for every flux component

Each term of the divergence is the derivative of a Boltzmann factor times a component of the field. Let E(s) and g(s) be differentiable functions of one variable s. The product and chain rules give

d/ds [exp(−E/kT) g] = exp(−E/kT) (g' − E' g/kT).

```lean
/-- The derivative of a flux component `g` weighted by the Boltzmann factor of an
energy `E`. -/
theorem deriv_boltzmann_flux (kT : ℝ) {E g : ℝ → ℝ} {E' g' t : ℝ}
    (hE : HasDerivAt E E' t) (hg : HasDerivAt g g' t) :
    deriv (fun s => Real.exp (-E s / kT) * g s) t
      = Real.exp (-E t / kT) * (g' - E' * g t / kT) := by
  have h := ((hE.fun_neg.div_const kT).exp).fun_mul hg
  rw [h.deriv]
  ring
```

The rule needs the derivatives of H:

∂H/∂q_i = ∂_iV,  ∂H/∂p_i = p_i/m_i,  ∂H/∂z = Q z.

The middle one involves a sum over all coordinates, of which only the term with index i depends on p_i. The lemma differentiates the whole sum and then discards the other terms with `Finset.sum_eq_single`.

```lean
/-- The derivative of the extended energy in the momentum `p i` is `p i / m i`. -/
theorem hasDerivAt_energy_momentum (m : ι → ℝ) (Q : ℝ) (V : (ι → ℝ) → ℝ)
    (q p : ι → ℝ) (z : ℝ) (i : ι) :
    HasDerivAt (fun t => energy m Q V q (Function.update p i t) z) (p i / m i) (p i) := by
  have h := HasDerivAt.fun_sum (u := Finset.univ) (fun j _ =>
    ((hasDerivAt_pi.1 (hasDerivAt_update p i (p i)) j).fun_pow 2).div_const (2 * m j))
  have h' := (h.add_const (V q)).add_const (Q * z ^ 2 / 2)
  unfold energy
  refine h'.congr_deriv ?_
  -- only the kinetic energy of coordinate `i` changes
  rw [Finset.sum_eq_single i]
  · simp only [Function.update_eq_self, Pi.single_eq_same, Nat.cast_ofNat,
      Nat.reduceSub, pow_one, mul_one]
    ring
  · intro j _ hj
    simp [hj]
  · simp
```

## The divergence for unequal temperatures

With nonzero masses and nonzero Q, the equations of motion can be solved for the field:

q_i' = p_i/m_i − z ∂_iV,  z' = (|∇V|² − θ ΔV)/Q.

In the position direction, g = q_i' has derivative −z ∂_i∂_iV, so

∂(r q_i')/∂q_i = r [−z ∂_i∂_iV − ∂_iV (p_i/m_i − z ∂_iV)/kT].

In the momentum direction, the force does not depend on p_i, so

∂(r p_i')/∂p_i = r (p_i/m_i) ∂_iV/kT.

In the thermostat direction, z' does not depend on z, so

∂(r z')/∂z = −r z (|∇V|² − θ ΔV)/kT.

When the first two are added and summed over i, the terms with p_i/m_i cancel, as they do for Hamiltonian motion. What remains is

r [z |∇V|²/kT − z ΔV].

Adding the thermostat term removes |∇V|² and leaves

div(r f) = r z ΔV (θ/kT − 1).

In the proof, `hdq` and `hdz` solve for the field, `h1`, `h2` and `h3` are the three derivatives above, and `h4` is the cancellation in the sum over coordinates. The step `h5` cancels Q, and `ring` finishes the algebra.

```lean
/-- For a thermostat with target `θ` and a canonical density at `kT`, the divergence of the
probability flux is `r z ΔV (θ / kT - 1)`. -/
theorem fluxDiv_gibbs {m : ι → ℝ} {Q θ : ℝ} (kT : ℝ) {V : (ι → ℝ) → ℝ} {f : PhaseField ι}
    (hm : ∀ i, m i ≠ 0) (hQ : Q ≠ 0) (hV : ContDiff ℝ 2 V)
    (hf : IsConfigThermostat m Q θ V f) (q p : ι → ℝ) (z : ℝ) :
    fluxDiv (gibbs m Q kT V) f q p z
      = gibbs m Q kT V q p z * (z * laplacian V q * (θ / kT - 1)) := by
  -- solve the equations of motion for the field
  have hdq : ∀ q p z i, f.dq q p z i = p i / m i - z * partialD i V q := by
    intro q p z i
    have hi := hm i
    have e : m i * (p i / m i) = p i := by field_simp
    apply mul_left_cancel₀ hi
    rw [hf.velocity]
    linear_combination -e
  have hdz : ∀ q p z, f.dz q p z
      = (∑ i, partialD i V q ^ 2 - θ * laplacian V q) / Q := by
    intro q p z
    rw [eq_div_iff hQ]
    linear_combination hf.friction q p z
  have hd : Differentiable ℝ V := hV.differentiable (by norm_num)
  -- position part of the divergence
  have h1 : ∀ i, partialD i (fun x => gibbs m Q kT V x p z * f.dq x p z i) q
      = gibbs m Q kT V q p z * (-(z * partialD i (partialD i V) q)
        - partialD i V q * (p i / m i - z * partialD i V q) / kT) := by
    intro i
    have hE : HasDerivAt (fun t => energy m Q V (Function.update q i t) p z)
        (partialD i V q) (q i) := by
      unfold energy
      exact ((hasDerivAt_partialD (hd q) i).1.const_add _).add_const _
    have hg := ((hasDerivAt_partialD (differentiable_partialD hV i q) i).1.const_mul
      z).const_sub (p i / m i)
    have h := deriv_boltzmann_flux kT hE hg
    simp only [Function.update_eq_self] at h
    simp only [hdq]
    exact h
  -- momentum part
  have h2 : ∀ i, partialD i (fun y => gibbs m Q kT V q y z * f.dp q y z i) p
      = gibbs m Q kT V q p z * (0 - p i / m i * (-partialD i V q) / kT) := by
    intro i
    have h := deriv_boltzmann_flux kT (hasDerivAt_energy_momentum m Q V q p z i)
      (hasDerivAt_const (p i) (-partialD i V q))
    simp only [Function.update_eq_self] at h
    simp only [hf.force]
    exact h
  -- thermostat part
  have h3 : deriv (fun s => gibbs m Q kT V q p s * f.dz q p s) z
      = gibbs m Q kT V q p z * (0 - Q * z *
        ((∑ i, partialD i V q ^ 2 - θ * laplacian V q) / Q) / kT) := by
    have hE : HasDerivAt (fun s => energy m Q V q p s) (Q * z) z := by
      unfold energy
      refine (((((hasDerivAt_id' z).fun_pow 2).const_mul Q).div_const 2).const_add
        _).congr_deriv ?_
      simp only [Nat.cast_ofNat, Nat.reduceSub, pow_one, mul_one]
      ring
    simp only [hdz]
    exact deriv_boltzmann_flux kT hE (hasDerivAt_const z _)
  -- the Hamiltonian terms cancel in the sum over coordinates
  have h4 : ∀ r : ℝ, ∑ i, r * (-(z * partialD i (partialD i V) q)
        - partialD i V q * (p i / m i - z * partialD i V q) / kT)
      + ∑ i, r * (0 - p i / m i * (-partialD i V q) / kT)
      = r * (z * (∑ i, partialD i V q ^ 2) / kT - z * laplacian V q) := by
    intro r
    unfold laplacian
    rw [← Finset.sum_add_distrib, Finset.mul_sum, Finset.sum_div, Finset.mul_sum,
      ← Finset.sum_sub_distrib, Finset.mul_sum]
    refine Finset.sum_congr rfl fun i _ => ?_
    ring
  have h5 : ∀ X : ℝ, Q * z * (X / Q) = z * X := by
    intro X
    field_simp
  unfold fluxDiv
  simp only [h1, h2]
  rw [h3, h4, h5]
  ring
```

## Stationarity at the matching temperature

Set θ = kT with kT ≠ 0. The last factor becomes 1 − 1, and

div(r f) = 0

at every q, p and z. The theorem takes any C² potential on all of ℝⁿ, and any field f that satisfies the equations of motion. It requires m_i, Q and kT to be nonzero; in the physical case they are positive.

For molecular dynamics, this says that the canonical distribution is compatible with the thermostat when the motion is unconstrained, in continuous time and under a smooth potential without singularities. It does not address whether r can be normalised, whether trajectories are unique and exist for all times, whether they sample r ergodically, or what a finite time step does to the distribution. Uniqueness is a real question when V is only C²: ΔV is then continuous but need not be Lipschitz, so the standard uniqueness theorem for differential equations may not apply.

```lean
/-- The configurational thermostat with target `kT` leaves the canonical density of the
extended energy at `kT` stationary: `div (r f) = 0` everywhere. -/
theorem canonical_stationary {m : ι → ℝ} {Q kT : ℝ} {V : (ι → ℝ) → ℝ} {f : PhaseField ι}
    (hm : ∀ i, m i ≠ 0) (hQ : Q ≠ 0) (hkT : kT ≠ 0) (hV : ContDiff ℝ 2 V)
    (hf : IsConfigThermostat m Q kT V f) (q p : ι → ℝ) (z : ℝ) :
    fluxDiv (gibbs m Q kT V) f q p z = 0 := by
  rw [fluxDiv_gibbs kT hm hQ hV hf, div_self hkT]
  ring
```

## When a mismatched target goes unnoticed

The general formula also settles the converse. Suppose div(r f) = 0 everywhere but θ ≠ kT. At p = 0 and z = 1, for any q,

r ΔV(q) (θ/kT − 1) = 0.

The exponential r is positive and the last factor is nonzero, so ΔV(q) = 0. Conversely, either θ = kT or ΔV = 0 everywhere makes the formula vanish. The density at kT is therefore stationary exactly when the target matches or the potential satisfies Laplace's equation throughout ℝⁿ. In one dimension, the second case means a potential that is constant or linear in q. For such a potential r cannot be normalised over the whole line, so the example is a stationary density in the formal sense only and not a physical canonical distribution.

The Lean proof evaluates the hypothesis at `q 0 1`, that is, at arbitrary positions, zero momenta and unit thermostat variable, and then splits the vanishing product into its factors.

```lean
/-- The canonical density at `kT` is stationary for a thermostat with target `θ` exactly when
`θ = kT` or the Laplacian of the potential vanishes identically. -/
theorem canonical_stationary_iff {m : ι → ℝ} {Q θ kT : ℝ} {V : (ι → ℝ) → ℝ}
    {f : PhaseField ι} (hm : ∀ i, m i ≠ 0) (hQ : Q ≠ 0) (hkT : kT ≠ 0)
    (hV : ContDiff ℝ 2 V) (hf : IsConfigThermostat m Q θ V f) :
    (∀ q p z, fluxDiv (gibbs m Q kT V) f q p z = 0) ↔
      θ = kT ∨ ∀ q, laplacian V q = 0 := by
  constructor
  · intro h0
    by_cases hθ : θ = kT
    · exact Or.inl hθ
    · right
      intro q
      -- test the flux at zero momenta with unit thermostat variable
      have h := h0 q 0 1
      rw [fluxDiv_gibbs kT hm hQ hV hf] at h
      have hk : θ / kT - 1 ≠ 0 := by
        intro hc
        apply hθ
        have h1 : θ / kT = 1 := by linarith
        rw [div_eq_iff hkT] at h1
        linarith
      rcases mul_eq_zero.1 h with h | h
      · exact absurd h (Real.exp_pos _).ne'
      · rcases mul_eq_zero.1 h with h | h
        · linarith
        · exact absurd h hk
  · rintro (rfl | hL) q p z
    · exact canonical_stationary hm hQ hkT hV hf q p z
    · rw [fluxDiv_gibbs kT hm hQ hV hf, hL q]
      ring
```

## A field that satisfies the equations

The theorems speak of any f obeying the equations of motion. Such a field can be written down directly from the solved form:

q_i' = p_i/m_i − z ∂_iV,  p_i' = −∂_iV,  z' = (|∇V|² − θ ΔV)/Q.

```lean
/-- The configurational thermostat field solved for the rates of change. -/
def configField (m : ι → ℝ) (Q θ : ℝ) (V : (ι → ℝ) → ℝ) : PhaseField ι where
  dq q p z i := p i / m i - z * partialD i V q
  dp q _ _ i := -partialD i V q
  dz q _ _ := (∑ i, partialD i V q ^ 2 - θ * laplacian V q) / Q
```

Multiplying the first equation by m_i and the last by Q recovers the original system whenever these constants are nonzero. The hypothesis `IsConfigThermostat` is thus satisfied by an actual field for every such choice of masses, Q, θ and V.

```lean
/-- For nonzero masses the explicit field `configField` satisfies the thermostat equations. -/
theorem isConfigThermostat_witness {m : ι → ℝ} {Q : ℝ} (θ : ℝ) (V : (ι → ℝ) → ℝ)
    (hm : ∀ i, m i ≠ 0) (hQ : Q ≠ 0) :
    IsConfigThermostat m Q θ V (configField m Q θ V) where
  velocity q p z i := by
    have hi := hm i
    have e : m i * (p i / m i) = p i := by field_simp
    simp only [configField]
    linear_combination e
  force _ _ _ _ := rfl
  friction q p z := by
    have e : ∀ X : ℝ, Q * (X / Q) = X := by
      intro X
      field_simp
    exact e _

end

end ConfigurationalThermostat
```

```lean
#print axioms ConfigurationalThermostat.canonical_stationary
#print axioms ConfigurationalThermostat.canonical_stationary_iff
```

```
'ConfigurationalThermostat.canonical_stationary' depends on axioms: [propext, Classical.choice, Quot.sound]
'ConfigurationalThermostat.canonical_stationary_iff' depends on axioms: [propext, Classical.choice, Quot.sound]
```
